# The PBE gradient corrections to exchange and correlation cancel to first order in |∇n|² exactly when μ = βπ²/3

Q: Where does the cancellation come from, before any logarithms appear?

A: Keep only the leading gradient terms, for a system without spin polarisation. Let $n$ be the density, $k$ the Fermi wavevector and $g=|\nabla n|^2$, in Hartree atomic units. Exchange contributes $-\frac{3k}{4\pi}\mu s^2$ per electron and correlation contributes $\beta t^2$, where $\mu$ and $\beta$ are the two gradient coefficients and

$$s^2=\frac{g}{4k^2n^2},\qquad t^2=\frac{\pi g}{16kn^2}.$$

For the arithmetic, set $k=n=1$ and $g=0.04$, so $s^2=0.01$ and $t^2\approx0.007854$. With $\beta=0.066725$ and $\mu=\beta\pi^2/3\approx0.21952$, exchange gives $-5.24\times10^{-4}$ and correlation $+5.24\times10^{-4}$. Both terms are linear in $g$, so they cancel at every $g$.

```lean
import Mathlib

open Real

namespace PBELinearResponse

noncomputable section

/-- The squared reduced gradient `s²` of exchange, for Fermi wavevector `k`, density `n`
and squared density gradient `g`. -/
def sSq (k n g : ℝ) : ℝ := g / (4 * k ^ 2 * n ^ 2)

/-- The squared reduced gradient `t²` of correlation, measured on the Thomas-Fermi
screening length. -/
def tSq (k n g : ℝ) : ℝ := π * g / (16 * k * n ^ 2)
```

Q: In a real gas $k=(3\pi^2n)^{1/3}$. Your example violates that.

A: It does. The theorems treat `k` and `n` as independent positive numbers, so the physical pairs are included. The screening length is already built into `tSq`.

Q: And the full PBE forms?

A: With $x=s^2$ and $u=t^2$ they are

$$F(x)=1+\kappa-\frac{\kappa}{1+\mu x/\kappa},\qquad H(u)=\gamma\ln\!\left(1+\frac{\beta}{\gamma}\,\frac{u(1+Au)}{1+Au+A^2u^2}\right).$$

Here $\kappa$ caps the exchange enhancement at $1+\kappa$, $\gamma$ sets the scale of the logarithm, and $A$ carries the uniform gas's correlation energy at density $n$. In Lean, $F$ is `enhancement`, $H$ is `gradCorr`, and `xcEnergy` is $-\frac{3k}{4\pi}F(s^2)+H(t^2)$.

```lean
/-- The PBE exchange enhancement factor as a function of `x = s²`. -/
def enhancement (κ μ x : ℝ) : ℝ := 1 + κ - κ / (1 + μ * x / κ)

/-- The PBE gradient correction to the correlation energy per electron, without spin
polarisation, as a function of `u = t²`. -/
def gradCorr (β γ A u : ℝ) : ℝ :=
  γ * log (1 + β / γ * u * (1 + A * u) / (1 + A * u + A ^ 2 * u ^ 2))

/-- The PBE exchange energy plus correlation gradient correction, per electron, as a function
of the squared density gradient `g`. -/
def xcEnergy (k n κ μ β γ A g : ℝ) : ℝ :=
  -(3 * k / (4 * π)) * enhancement κ μ (sSq k n g) + gradCorr β γ A (tSq k n g)
```

Q: The uniform correlation energy is missing.

A: It does not depend on $g$, so it cannot affect this derivative. `A` is likewise held fixed, because it depends on the density and not on its gradient. Spin polarisation is left out.

Q: Why should a derivative in $g$ tell me anything about a response kernel?

A: Perturb a uniform gas by $\delta n$. Then $g=|\nabla\delta n|^2$ is already second order, so its coefficient $c$ in the energy per electron may be evaluated at the uniform density. The energy gains $\int n\,c\,|\nabla\delta n|^2$, which adds $2nc\,q^2$ to the exchange-correlation kernel at wavevector $q$. That passage to the kernel is an argument by hand; the Lean theorems concern $c$ itself. For the spin-unpolarised uniform gas, $c=0$ leaves PBE with the static kernel of the local density approximation. The condition on $\mu$ stands for the choice to retain that local response, and it says nothing about the exact gas's own $q^2$ coefficient.

Q: Show me the slope of exchange.

A: Differentiating gives $F'(x)=\mu/(1+\mu x/\kappa)^2$, hence $F'(0)=\mu$. The proof applies the quotient rule at zero and simplifies.

```lean
/-- The exchange enhancement factor has slope `μ` in `s²` at zero gradient. -/
theorem enhancement_hasDerivAt {κ : ℝ} (μ : ℝ) (hκ : κ ≠ 0) :
    HasDerivAt (enhancement κ μ) μ 0 := by
  have h1 : HasDerivAt (fun x : ℝ => 1 + μ * x / κ) (μ / κ) 0 :=
    ((((hasDerivAt_id' (0 : ℝ)).const_mul μ).div_const κ).const_add 1).congr_deriv (by ring)
  have h2 := ((hasDerivAt_const (0 : ℝ) κ).fun_div h1 (by simp)).const_sub (1 + κ)
  refine h2.congr_deriv ?_
  simp only [mul_zero, zero_div, add_zero, zero_mul, zero_sub, one_pow, div_one, neg_neg]
  field_simp
```

Q: The correlation term looks worse. Does $A$ survive?

A: No. Write the fraction inside the logarithm, with its prefactor, as $N/D$, where $N=\frac{\beta}{\gamma}u(1+Au)$ and $D=1+Au+A^2u^2$. At $u=0$ we have $N=0$, $N'=\beta/\gamma$, $D=1$ and $D'=A$. The quotient rule gives $(N'D-ND')/D^2=\beta/\gamma$, since $D'$ is multiplied by $N=0$. The logarithm has slope 1 at argument 1, so $H'(0)=\gamma\cdot\beta/\gamma=\beta$. In the proof, `hN`, `hD` and `hq` are these steps.

```lean
/-- The correlation gradient correction has slope `β` in `t²` at zero gradient,
whatever the value of `A`. -/
theorem gradCorr_hasDerivAt {γ : ℝ} (β A : ℝ) (hγ : γ ≠ 0) :
    HasDerivAt (gradCorr β γ A) β 0 := by
  have hL : HasDerivAt (fun u : ℝ => 1 + A * u) A 0 :=
    (((hasDerivAt_id' (0 : ℝ)).const_mul A).const_add 1).congr_deriv (by ring)
  have hN : HasDerivAt (fun u : ℝ => β / γ * u * (1 + A * u)) (β / γ) 0 :=
    (((hasDerivAt_id' (0 : ℝ)).const_mul (β / γ)).fun_mul hL).congr_deriv (by ring)
  have hD : HasDerivAt (fun u : ℝ => 1 + A * u + A ^ 2 * u ^ 2) A 0 :=
    (hL.fun_add (((hasDerivAt_id' (0 : ℝ)).fun_pow 2).const_mul (A ^ 2))).congr_deriv
      (by simp)
  -- the fraction added to 1 inside the logarithm has slope `β / γ` at zero
  have hq : HasDerivAt
      (fun u : ℝ => β / γ * u * (1 + A * u) / (1 + A * u + A ^ 2 * u ^ 2)) (β / γ) 0 :=
    (hN.fun_div hD (by simp)).congr_deriv (by simp)
  refine (((hq.const_add 1).log (by simp)).const_mul γ).congr_deriv ?_
  simp only [mul_zero, zero_mul, zero_div, add_zero, div_one]
  field_simp
```

Q: Then the chain rule?

A: Yes:

$$c=-\frac{3k}{4\pi}\,\frac{\mu}{4k^2n^2}+\beta\,\frac{\pi}{16kn^2}
=\frac{3}{16\pi kn^2}\left(\frac{\beta\pi^2}{3}-\mu\right).$$

`hs` and `ht` differentiate the reduced gradients, `hF` and `hH` supply the two slopes, and `field_simp` with `ring` does the last equality.

```lean
/-- The derivative of the energy per electron with respect to the squared density gradient,
at zero gradient, is proportional to `β π² / 3 - μ`. -/
theorem xcEnergy_hasDerivAt {k n κ γ : ℝ} (μ β A : ℝ) (hk : 0 < k) (hn : 0 < n)
    (hκ : κ ≠ 0) (hγ : γ ≠ 0) :
    HasDerivAt (xcEnergy k n κ μ β γ A)
      (3 / (16 * π * k * n ^ 2) * (β * π ^ 2 / 3 - μ)) 0 := by
  have hs : HasDerivAt (sSq k n) (1 / (4 * k ^ 2 * n ^ 2)) 0 :=
    (hasDerivAt_id' (0 : ℝ)).div_const _
  have ht : HasDerivAt (tSq k n) (π * 1 / (16 * k * n ^ 2)) 0 :=
    ((hasDerivAt_id' (0 : ℝ)).const_mul π).div_const _
  have hF : HasDerivAt (enhancement κ μ) μ (sSq k n 0) := by
    rw [show sSq k n 0 = 0 by simp [sSq]]
    exact enhancement_hasDerivAt μ hκ
  have hH : HasDerivAt (gradCorr β γ A) β (tSq k n 0) := by
    rw [show tSq k n 0 = 0 by simp [tSq]]
    exact gradCorr_hasDerivAt β A hγ
  -- chain rule for both contributions
  refine (((hF.comp 0 hs).const_mul (-(3 * k / (4 * π)))).fun_add
    (hH.comp 0 ht)).congr_deriv ?_
  have hπ := pi_pos.ne'
  field_simp
  ring
```

Q: A squared gradient is never negative, yet this is a two-sided derivative.

A: The formulas extend smoothly to small negative $g$, and the two-sided derivative agrees with the physical one-sided one.

Q: So "exactly when" is just a nonzero prefactor?

A: Yes. `hc` states that $3/(16\pi kn^2)\neq0$, so the product vanishes only if the bracket does. The theorem assumes positive `k` and `n`, as is physical, though nonzero values would be enough. It also needs nonzero `κ` and `γ`; `A` can be any real number.

```lean
/-- The derivative of the PBE energy `xcEnergy` with respect to the squared density gradient, at
zero gradient, vanishes exactly when `μ = β π² / 3`. -/
theorem gradient_coefficient_vanishes_iff {k n κ γ : ℝ} (μ β A : ℝ) (hk : 0 < k)
    (hn : 0 < n) (hκ : κ ≠ 0) (hγ : γ ≠ 0) :
    deriv (xcEnergy k n κ μ β γ A) 0 = 0 ↔ μ = β * π ^ 2 / 3 := by
  rw [(xcEnergy_hasDerivAt μ β A hk hn hκ hγ).deriv]
  have hc : 3 / (16 * π * k * n ^ 2) ≠ 0 := by positivity
  constructor
  · intro h
    rcases mul_eq_zero.1 h with h | h
    · exact absurd h hc
    · linarith
  · intro h
    rw [h, sub_self, mul_zero]
```

Q: A derivative at one point says little about a finite gradient.

A: There are explicit bounds for that, with $\kappa,\gamma>0$ and the other parameters nonnegative. For exchange,

$$F(x)-(1+\mu x)=\frac{\kappa\mu x}{\kappa+\mu x}-\mu x=-\frac{\mu^2x^2}{\kappa+\mu x},$$

whose size is at most $\mu^2x^2/\kappa$. The identity is `e` in the proof.

```lean
/-- At any gradient, the enhancement factor differs from `1 + μ s²` by at most
`μ² s⁴ / κ`. -/
theorem enhancement_bound {κ μ x : ℝ} (hκ : 0 < κ) (hμ : 0 ≤ μ) (hx : 0 ≤ x) :
    |enhancement κ μ x - (1 + μ * x)| ≤ μ ^ 2 * x ^ 2 / κ := by
  have hp : 0 ≤ μ * x := mul_nonneg hμ hx
  have hd : 0 < κ + μ * x := by linarith
  have e : enhancement κ μ x - (1 + μ * x) = -(μ ^ 2 * x ^ 2 / (κ + μ * x)) := by
    unfold enhancement
    rw [show 1 + μ * x / κ = (κ + μ * x) / κ by field_simp]
    have hd' := hd.ne'
    field_simp
    ring
  rw [e, abs_neg, abs_of_nonneg (by positivity)]
  exact div_le_div_of_nonneg_left (by positivity) hκ (by linarith)
```

For correlation, put $b=\beta/\gamma$ and let $y=N/D$. Since $1+Au\le D$, we have $y\le bu$. Since $(1-Au)D=1-A^3u^3\le1+Au$, we also have $y\ge bu-bAu^2$. Next,

$$y-y^2\le\frac{y}{1+y}\le\ln(1+y)\le y.$$

Together with $y^2\le b^2u^2$ this gives

$$bu-(bA+b^2)u^2\le\ln(1+y)\le bu.$$

Multiplying by $\gamma$ bounds $|H(u)-\beta u|$ by $(\beta A+\beta^2/\gamma)u^2$. Lean calls $y$ `x`; `hxu` and `hxl` are its two bounds.

```lean
/-- At any gradient, the correlation gradient correction differs from `β t²` by at most
`(β A + β² / γ) t⁴`. -/
theorem gradCorr_bound {β γ A u : ℝ} (hβ : 0 ≤ β) (hγ : 0 < γ) (hA : 0 ≤ A) (hu : 0 ≤ u) :
    |gradCorr β γ A u - β * u| ≤ (β * A + β ^ 2 / γ) * u ^ 2 := by
  obtain ⟨b, hb⟩ : ∃ b, b = β / γ := ⟨_, rfl⟩
  have hb0 : 0 ≤ b := by rw [hb]; positivity
  have hβb : β = γ * b := by rw [hb]; field_simp
  have e1 : β ^ 2 / γ = γ * b ^ 2 := by rw [hβb]; field_simp
  obtain ⟨x, hx⟩ : ∃ x, x = b * u * (1 + A * u) / (1 + A * u + A ^ 2 * u ^ 2) := ⟨_, rfl⟩
  have hD : 0 < 1 + A * u + A ^ 2 * u ^ 2 := by positivity
  have hx0 : 0 ≤ x := by rw [hx]; positivity
  have hxu : x ≤ b * u := by
    rw [hx, div_le_iff₀ hD]
    have h : 0 ≤ b * u * (A ^ 2 * u ^ 2) := by positivity
    linarith
  have hxl : b * u - b * A * u ^ 2 ≤ x := by
    rw [hx, le_div_iff₀ hD]
    have h1 : 0 ≤ b * u * (A * u) := by positivity
    have h2 : 0 ≤ b * u * (A * u) ^ 3 := by positivity
    nlinarith
  -- the logarithm lies between x - x² and x
  have hp : 0 < 1 + x := by linarith
  have hup := log_le_sub_one_of_pos hp
  have hlo := one_sub_inv_le_log_of_pos hp
  have hinv : (1 + x)⁻¹ ≤ 1 - x + x ^ 2 := by
    rw [inv_eq_one_div, div_le_iff₀ hp]
    nlinarith [pow_nonneg hx0 3]
  have hsq : x ^ 2 ≤ (b * u) ^ 2 := pow_le_pow_left₀ hx0 hxu 2
  have lower : b * u - (b * A + b ^ 2) * u ^ 2 ≤ log (1 + x) := by nlinarith
  have upper : log (1 + x) ≤ b * u := by linarith
  have hl := mul_le_mul_of_nonneg_left lower hγ.le
  have hu' := mul_le_mul_of_nonneg_left upper hγ.le
  have hB : 0 ≤ (γ * b * A + γ * b ^ 2) * u ^ 2 := by positivity
  unfold gradCorr
  rw [← hb, ← hx, e1, hβb, abs_le]
  constructor <;> linarith
```

Q: And together?

A: If $\mu=\beta\pi^2/3$, then $\frac{3k}{4\pi}\mu s^2=\beta t^2$ identically, which is `hcancel`. Only the two remainders are left, so the energy differs from its value at $g=0$ by at most

$$\frac{3k}{4\pi}\,\frac{\mu^2s^4}{\kappa}+\left(\beta A+\frac{\beta^2}{\gamma}\right)t^4,$$

which is quadratic in $g$.

```lean
/-- When `μ = β π² / 3`, the energy per electron at any gradient differs from its
zero-gradient value by at most an explicit combination of `s⁴` and `t⁴`. -/
theorem xcEnergy_quadratic_bound {k n κ μ β γ A g : ℝ} (hk : 0 < k) (hn : 0 < n)
    (hκ : 0 < κ) (hβ : 0 ≤ β) (hγ : 0 < γ) (hA : 0 ≤ A) (hg : 0 ≤ g)
    (hμ : μ = β * π ^ 2 / 3) :
    |xcEnergy k n κ μ β γ A g - xcEnergy k n κ μ β γ A 0| ≤
      3 * k / (4 * π) * (μ ^ 2 * sSq k n g ^ 2 / κ)
        + (β * A + β ^ 2 / γ) * tSq k n g ^ 2 := by
  have hπ := pi_pos
  have hμ0 : 0 ≤ μ := by rw [hμ]; positivity
  have hs : 0 ≤ sSq k n g := by unfold sSq; positivity
  have ht : 0 ≤ tSq k n g := by unfold tSq; positivity
  have hc : 0 ≤ 3 * k / (4 * π) := by positivity
  -- the terms linear in g cancel
  have hcancel : 3 * k / (4 * π) * (μ * sSq k n g) = β * tSq k n g := by
    rw [hμ]
    unfold sSq tSq
    field_simp
    ring
  have h0 : xcEnergy k n κ μ β γ A 0 = -(3 * k / (4 * π)) := by
    simp [xcEnergy, sSq, tSq, enhancement, gradCorr]
  obtain ⟨x1, x2⟩ := abs_le.1 (enhancement_bound hκ hμ0 hs)
  obtain ⟨c1, c2⟩ := abs_le.1 (gradCorr_bound hβ hγ hA ht)
  have y1 := mul_le_mul_of_nonneg_left x1 hc
  have y2 := mul_le_mul_of_nonneg_left x2 hc
  rw [h0, abs_le]
  unfold xcEnergy
  constructor <;> linarith
```

Q: Where would I meet this in a code?

A: A PBE routine may store $\mu$ and $\beta$ as separate numerical constants. In that case, compute $\beta\pi^2/3$ and compare it with the stored $\mu$: for $\beta=0.066725$ it must lie between 0.2195 and 0.2196, which follows from four-decimal bounds on $\pi$. If someone edits one constant alone, the linear term returns with coefficient $c$. You can also evaluate the spin-unpolarised exchange-correlation energy per electron at small $g$ with $n$ fixed, subtract its value at $g=0$ and divide by $g$. If the constants satisfy the relation exactly, the quotient tends to zero, until rounding error takes over; if they are stored to only a few digits, it tends to a small nonzero $c$.

```lean
/-- For `β = 0.066725`, the value `β π² / 3` lies between 0.2195 and 0.2196. -/
theorem mu_numerical_value :
    0.2195 < 0.066725 * π ^ 2 / 3 ∧ 0.066725 * π ^ 2 / 3 < 0.2196 := by
  have h1 := pi_gt_d4
  have h2 := pi_lt_d4
  constructor <;> nlinarith

end

end PBELinearResponse
```

```lean
#print axioms PBELinearResponse.gradient_coefficient_vanishes_iff
#print axioms PBELinearResponse.xcEnergy_quadratic_bound
#print axioms PBELinearResponse.mu_numerical_value
```

```
'PBELinearResponse.gradient_coefficient_vanishes_iff' depends on axioms: [propext, Classical.choice, Quot.sound]
'PBELinearResponse.xcEnergy_quadratic_bound' depends on axioms: [propext, Classical.choice, Quot.sound]
'PBELinearResponse.mu_numerical_value' depends on axioms: [propext, Classical.choice, Quot.sound]
```
